# The ground state of two distinguishable, non-interacting fragments is the product of their ground states, if these are nondegenerate

To get a binding energy, I compute each fragment on its own, add the two energies and subtract the sum from the energy of the complex, so that a bound complex has a negative value. This takes the sum to be the ground-state energy of the pair without interaction. I also picture the state of that pair as the product of the fragment ground states.

For exact states of distinguishable fragments, suppose that the Hermitian matrices A and B have lowest eigenvalues a and b, with eigenspaces spanned by u and v. Is every eigenvector of A⊗1 + 1⊗B with eigenvalue a + b then a multiple of u⊗v? I can see that u⊗v is one such eigenvector, but I would like a rigorous argument that there are no others, checked by machine in Lean.

## Yes: projecting onto one fragment leaves only the product

Write H = A⊗1 + 1⊗B, and let ψ(k,j) be the components of a pair state, with k for the first fragment and j for the second. Then

(Hψ)(i,j) = Σₖ A(i,k) ψ(k,j) + Σₗ B(j,l) ψ(i,l).

For ψ(i,j) = u(i) v(j), the first sum is a u(i) v(j) and the second is b u(i) v(j), so the product is an eigenvector with energy a + b.

Now let ψ be any nonzero vector with Hψ = Eψ, and let Ae = λe with e ≠ 0. Project ψ onto e:

w(j) = Σₖ e(k)* ψ(k,j).

Because A is Hermitian and λ is real, Σₖ e(k)* A(k,i) = λ e(i)*. Multiplying the (k,j) component of Hψ = Eψ by e(k)* and summing over k therefore gives

λ w(j) + (Bw)(j) = E w(j), that is, Bw = (E − λ)w.

The amplitude w is thus either zero or an eigenvector of B.

Take an orthonormal eigenbasis eᵢ of A with energies λᵢ and amplitudes wᵢ. Completeness, Σᵢ eᵢ(k) eᵢ(l)* = δₖₗ, rebuilds the state:

ψ(k,j) = Σᵢ eᵢ(k) wᵢ(j).

Since ψ ≠ 0, some wᵢ is nonzero. For that i, λᵢ ≥ a and E − λᵢ ≥ b, hence E ≥ a + b. No eigenvalue of the pair lies below a + b.

If E = a + b, each i with wᵢ ≠ 0 satisfies λᵢ ≥ a and a + b − λᵢ ≥ b, so λᵢ = a. Nondegeneracy then gives eᵢ = αᵢu and wᵢ = βᵢv. The other terms vanish, and with cᵢ = αᵢβᵢ for the surviving terms and cᵢ = 0 for the rest,

ψ = (Σᵢ cᵢ) u⊗v.

There is also a converse. Let u and v be eigenvectors of A and B with energies a and b, and let u⊗v be the nondegenerate ground state of H. If Ax = E′x with x ≠ 0, then x⊗v has energy E′ + b, so a + b ≤ E′ + b and a ≤ E′. If Ax = ax, then x⊗v = c u⊗v for some c, and cancelling a nonzero component of v gives x = cu. The argument for B is the same.

Excited states can behave differently. Take two copies of a two-level system with energies 0 and 1 and basis states |0⟩ and |1⟩. The normalised vector (|0⟩⊗|1⟩ + |1⟩⊗|0⟩)/√2 has energy 1 and is entangled.

## What the Lean theorems say about the fragments

The finite index types `m` and `n` label the basis states of the fragments, and a pair state is a function on `m × n`. `pairHamiltonian A B` is H, `productState u v` is u⊗v, and `amplitude e ψ` is w, with the complex conjugate on `e`.

In `IsNondegenerateGround H E u`, the matrix `H` can be that of a fragment or of the pair. The property says that `H` is Hermitian, `u` is nonzero, `H` has eigenvector `u` with energy `E`, no eigenvalue is lower, and every solution at energy `E` is a multiple of `u`. Energies are real numbers, and vectors need not be normalised.

`ground_pair` assumes this property for both fragments and proves it for the pair; its `unique` field is the statement you asked about. `ground_fragments` is the converse, with the fragment eigenvalue equations as hypotheses.

Nondegeneracy is an assumption about the fragments: it excludes, for example, a radical whose two spin states have equal energy and are both kept in the model. The model is also finite-dimensional, has no coupling between the fragments, and treats them as distinguishable, without antisymmetrisation between their electrons. Within this model, the exact ground-state energy of the pair is the sum of the exact fragment ground-state energies. `ground_pair` states this for nondegenerate fragments, but the sum holds for degenerate ones too: the derivation above uses nondegeneracy only to show that the state is unique. A size-consistent electronic-structure method has the same additivity for its own energies of separated fragments, which may still be approximate.

```lean
import Mathlib

open Matrix
open scoped Kronecker

namespace SizeConsistentGroundState

variable {m n : Type*} [Fintype m] [DecidableEq m] [Fintype n] [DecidableEq n]

/-- The Hamiltonian of two fragments that do not interact. -/
def pairHamiltonian (A : Matrix m m ℂ) (B : Matrix n n ℂ) : Matrix (m × n) (m × n) ℂ :=
  A ⊗ₖ (1 : Matrix n n ℂ) + (1 : Matrix m m ℂ) ⊗ₖ B

/-- The product state of two fragment states. -/
def productState {m n : Type*} (u : m → ℂ) (v : n → ℂ) : m × n → ℂ :=
  fun p => u p.1 * v p.2

/-- The amplitude left on the second fragment when the first is projected onto `e`. -/
def amplitude {m n : Type*} [Fintype m] (e : m → ℂ) (ψ : m × n → ℂ) : n → ℂ :=
  fun j => ∑ k, star (e k) * ψ (k, j)

/-- `H` is Hermitian, `E` is its lowest eigenvalue, and the eigenspace of `E` is spanned by
the nonzero vector `u`. -/
structure IsNondegenerateGround {m : Type*} [Fintype m]
    (H : Matrix m m ℂ) (E : ℝ) (u : m → ℂ) : Prop where
  hermitian : H.IsHermitian
  ne_zero : u ≠ 0
  eigen : H *ᵥ u = (E : ℂ) • u
  lowest : ∀ (E' : ℝ) (x : m → ℂ), x ≠ 0 → H *ᵥ x = (E' : ℂ) • x → E ≤ E'
  unique : ∀ x : m → ℂ, H *ᵥ x = (E : ℂ) • x → ∃ c : ℂ, x = c • u

/-- Each fragment Hamiltonian acts on its own index of the pair state. -/
theorem pair_mulVec_apply (A : Matrix m m ℂ) (B : Matrix n n ℂ) (ψ : m × n → ℂ)
    (i : m) (j : n) : (pairHamiltonian A B *ᵥ ψ) (i, j) =
      ∑ k, A i k * ψ (k, j) + ∑ l, B j l * ψ (i, l) := by
  have h1 : ((A ⊗ₖ (1 : Matrix n n ℂ)) *ᵥ ψ) (i, j) = ∑ k, A i k * ψ (k, j) := by
    simp [Matrix.mulVec, dotProduct, Fintype.sum_prod_type, Matrix.one_apply]
  have h2 : (((1 : Matrix m m ℂ) ⊗ₖ B) *ᵥ ψ) (i, j) = ∑ l, B j l * ψ (i, l) := by
    simp only [Matrix.mulVec, dotProduct, Fintype.sum_prod_type, Matrix.kroneckerMap_apply]
    rw [Finset.sum_comm]
    simp [Matrix.one_apply]
  rw [pairHamiltonian, Matrix.add_mulVec, Pi.add_apply, h1, h2]

/-- If `u` and `v` obey the fragment eigenvalue equations, their product obeys that of the pair, and
the energies add. -/
theorem product_eigen {A : Matrix m m ℂ} {B : Matrix n n ℂ} {a b : ℝ} {u : m → ℂ} {v : n → ℂ}
    (hu : A *ᵥ u = (a : ℂ) • u) (hv : B *ᵥ v = (b : ℂ) • v) :
    pairHamiltonian A B *ᵥ productState u v = ((a + b : ℝ) : ℂ) • productState u v := by
  ext ⟨i, j⟩
  have h1 : ∑ k, A i k * u k = (a : ℂ) * u i := congrFun hu i
  have h2 : ∑ l, B j l * v l = (b : ℂ) * v j := congrFun hv j
  have e1 : ∑ k, A i k * productState u v (k, j) = (∑ k, A i k * u k) * v j := by
    rw [Finset.sum_mul]
    exact Finset.sum_congr rfl fun k _ => by simp only [productState]; ring
  have e2 : ∑ l, B j l * productState u v (i, l) = u i * ∑ l, B j l * v l := by
    rw [Finset.mul_sum]
    exact Finset.sum_congr rfl fun l _ => by simp only [productState]; ring
  rw [pair_mulVec_apply, e1, e2, h1, h2]
  simp only [Pi.smul_apply, smul_eq_mul, productState]
  push_cast
  ring

/-- Projecting a pair eigenvector of energy `E` onto an eigenvector of `A` with energy `lam`
leaves an amplitude that obeys the eigenvalue equation of `B` with energy `E - lam`. -/
theorem amplitude_eigen {A : Matrix m m ℂ} {B : Matrix n n ℂ} (hA : A.IsHermitian)
    {lam E : ℝ} {e : m → ℂ} {ψ : m × n → ℂ} (he : A *ᵥ e = (lam : ℂ) • e)
    (hψ : pairHamiltonian A B *ᵥ ψ = (E : ℂ) • ψ) :
    B *ᵥ amplitude e ψ = ((E - lam : ℝ) : ℂ) • amplitude e ψ := by
  -- Hermiticity turns the right eigenvector into a left eigenvector
  have hleft : ∀ i, ∑ k, star (e k) * A k i = (lam : ℂ) * star (e i) := by
    intro i
    have h0 : ∑ k, A i k * e k = (lam : ℂ) * e i := congrFun he i
    have h := congrArg star h0
    have hreal : star (lam : ℂ) = lam := Complex.conj_ofReal lam
    simp only [star_sum, star_mul'] at h
    rw [hreal] at h
    rw [← h]
    refine Finset.sum_congr rfl fun k _ => ?_
    rw [hA.apply k i, mul_comm]
  ext j
  have hS : ∑ k, star (e k) * ∑ i, A k i * ψ (i, j) =
      (lam : ℂ) * ∑ i, star (e i) * ψ (i, j) := by
    calc _ = ∑ i, (∑ k, star (e k) * A k i) * ψ (i, j) := by
          simp only [Finset.mul_sum, Finset.sum_mul]
          rw [Finset.sum_comm]
          simp only [mul_assoc]
      _ = _ := by simp only [hleft, Finset.mul_sum, mul_assoc]
  have hB : ∑ l, B j l * ∑ k, star (e k) * ψ (k, l) =
      ∑ k, star (e k) * ∑ l, B j l * ψ (k, l) := by
    simp only [Finset.mul_sum]
    rw [Finset.sum_comm]
    exact Finset.sum_congr rfl fun k _ => Finset.sum_congr rfl fun l _ => by ring
  have hE : ∑ k, star (e k) * ∑ i, A k i * ψ (i, j) +
      ∑ k, star (e k) * ∑ l, B j l * ψ (k, l) = (E : ℂ) * ∑ k, star (e k) * ψ (k, j) := by
    rw [← Finset.sum_add_distrib, Finset.mul_sum]
    refine Finset.sum_congr rfl fun k _ => ?_
    rw [← mul_add, ← pair_mulVec_apply, hψ, Pi.smul_apply, smul_eq_mul]
    ring
  change ∑ l, B j l * ∑ k, star (e k) * ψ (k, l) =
    ((E - lam : ℝ) : ℂ) * ∑ k, star (e k) * ψ (k, j)
  rw [hB]
  push_cast
  linear_combination hE - hS

omit [Fintype n] [DecidableEq n] in
/-- For a Hermitian `A` and a pair state `ψ`, there is a matrix `U` whose columns obey the
eigenvalue equation of `A` with real energies and rebuild `ψ` from its amplitudes on the second
fragment. -/
theorem eigen_expansion {A : Matrix m m ℂ} (hA : A.IsHermitian) (ψ : m × n → ℂ) :
    ∃ (U : Matrix m m ℂ) (lam : m → ℝ),
      (∀ i, A *ᵥ (fun k => U k i) = (lam i : ℂ) • (fun k => U k i)) ∧
      ∀ k j, ψ (k, j) = ∑ i, U k i * amplitude (fun l => U l i) ψ j := by
  obtain ⟨U, hUdef⟩ : ∃ U : Matrix m m ℂ, U = hA.eigenvectorUnitary := ⟨_, rfl⟩
  have hU : U * star U = 1 := by
    rw [hUdef]
    exact Matrix.mem_unitaryGroup_iff.mp hA.eigenvectorUnitary.2
  refine ⟨U, hA.eigenvalues, fun i => ?_, fun k j => ?_⟩
  · have hcol : (fun k => U k i) = (hA.eigenvectorBasis i).ofLp := by
      funext k
      rw [hUdef]
      exact hA.eigenvectorUnitary_apply k i
    rw [hcol, hA.mulVec_eigenvectorBasis i]
    ext k
    simp
  · -- completeness of the eigenbasis
    have hk : ∀ l, ∑ i, U k i * star (U l i) = (1 : Matrix m m ℂ) k l := by
      intro l
      rw [← hU, Matrix.mul_apply]
      rfl
    symm
    calc _ = ∑ l, (∑ i, U k i * star (U l i)) * ψ (l, j) := by
          simp only [amplitude, Finset.mul_sum, Finset.sum_mul]
          rw [Finset.sum_comm]
          simp only [mul_assoc]
      _ = ψ (k, j) := by
          simp only [hk]
          simp [Matrix.one_apply]

/-- If two fragments have nondegenerate ground states, their product is the nondegenerate
ground state of the noninteracting pair, and its energy is the sum of the fragment energies. -/
theorem ground_pair {A : Matrix m m ℂ} {B : Matrix n n ℂ} {a b : ℝ} {u : m → ℂ} {v : n → ℂ}
    (hA : IsNondegenerateGround A a u) (hB : IsNondegenerateGround B b v) :
    IsNondegenerateGround (pairHamiltonian A B) (a + b) (productState u v) := by
  -- a nonzero amplitude bounds both fragment energies from below
  have key : ∀ (E lam : ℝ) (e : m → ℂ) (ψ : m × n → ℂ), A *ᵥ e = (lam : ℂ) • e →
      pairHamiltonian A B *ᵥ ψ = (E : ℂ) • ψ → amplitude e ψ ≠ 0 →
      a ≤ lam ∧ b ≤ E - lam := by
    intro E lam e ψ he hψ hne
    refine ⟨hA.lowest lam e ?_ he, hB.lowest _ _ hne (amplitude_eigen hA.hermitian he hψ)⟩
    rintro rfl
    exact hne (by ext j; simp [amplitude])
  refine ⟨?_, ?_, product_eigen hA.eigen hB.eigen, ?_, ?_⟩
  · change (pairHamiltonian A B)ᴴ = pairHamiltonian A B
    simp only [pairHamiltonian, Matrix.conjTranspose_add, Matrix.conjTranspose_kronecker,
      Matrix.conjTranspose_one, hA.hermitian.eq, hB.hermitian.eq]
  · obtain ⟨i, hi⟩ := Function.ne_iff.mp hA.ne_zero
    obtain ⟨j, hj⟩ := Function.ne_iff.mp hB.ne_zero
    exact fun h => mul_ne_zero hi hj (congrFun h (i, j))
  · intro E ψ hne hψ
    obtain ⟨U, lam, he, hexp⟩ := eigen_expansion hA.hermitian ψ
    by_contra hlt
    apply hne
    ext ⟨k, j⟩
    rw [hexp k j]
    refine Finset.sum_eq_zero fun i _ => ?_
    have h0 : amplitude (fun l => U l i) ψ = 0 := by
      by_contra h
      obtain ⟨h1, h2⟩ := key E (lam i) _ ψ (he i) hψ h
      exact hlt (by linarith)
    rw [h0, Pi.zero_apply, mul_zero]
  · intro ψ hψ
    obtain ⟨U, lam, he, hexp⟩ := eigen_expansion hA.hermitian ψ
    -- every term of the expansion is a multiple of the product state
    have hterm : ∀ i, ∃ c : ℂ, ∀ k j,
        U k i * amplitude (fun l => U l i) ψ j = c * (u k * v j) := by
      intro i
      by_cases h : amplitude (fun l => U l i) ψ = 0
      · exact ⟨0, fun k j => by rw [h, Pi.zero_apply, mul_zero, zero_mul]⟩
      · obtain ⟨h1, h2⟩ := key (a + b) (lam i) _ ψ (he i) hψ h
        have hl : lam i = a := by linarith
        have hei := he i
        rw [hl] at hei
        have hw := amplitude_eigen hA.hermitian hei hψ
        rw [add_sub_cancel_left] at hw
        obtain ⟨α, hα⟩ := hA.unique _ hei
        obtain ⟨β, hβ⟩ := hB.unique _ hw
        refine ⟨α * β, fun k j => ?_⟩
        have h3 : U k i = α * u k := congrFun hα k
        have h4 : amplitude (fun l => U l i) ψ j = β * v j := congrFun hβ j
        rw [h3, h4]
        ring
    choose c hc using hterm
    refine ⟨∑ i, c i, ?_⟩
    ext ⟨k, j⟩
    rw [hexp k j]
    simp only [hc, Pi.smul_apply, smul_eq_mul, productState, Finset.sum_mul]

/-- Conversely, if a product of fragment eigenvectors is the nondegenerate ground state of the
pair, then each factor is the nondegenerate ground state of its fragment. -/
theorem ground_fragments {A : Matrix m m ℂ} {B : Matrix n n ℂ} {a b : ℝ}
    {u : m → ℂ} {v : n → ℂ} (hA : A.IsHermitian) (hB : B.IsHermitian)
    (hu : A *ᵥ u = (a : ℂ) • u) (hv : B *ᵥ v = (b : ℂ) • v)
    (h : IsNondegenerateGround (pairHamiltonian A B) (a + b) (productState u v)) :
    IsNondegenerateGround A a u ∧ IsNondegenerateGround B b v := by
  obtain ⟨⟨i, j⟩, hij⟩ := Function.ne_iff.mp h.ne_zero
  have hi : u i ≠ 0 := fun h0 => hij (by simp [productState, h0])
  have hj : v j ≠ 0 := fun h0 => hij (by simp [productState, h0])
  refine ⟨⟨hA, fun h0 => hi (congrFun h0 i), hu, ?_, ?_⟩,
    ⟨hB, fun h0 => hj (congrFun h0 j), hv, ?_, ?_⟩⟩
  · intro E x hx hE
    obtain ⟨k, hk⟩ := Function.ne_iff.mp hx
    have := h.lowest (E + b) (productState x v)
      (fun h0 => mul_ne_zero hk hj (congrFun h0 (k, j))) (product_eigen hE hv)
    linarith
  · intro x hx
    obtain ⟨c, hc⟩ := h.unique _ (product_eigen hx hv)
    refine ⟨c, funext fun k => mul_right_cancel₀ hj ?_⟩
    have h1 : x k * v j = c * (u k * v j) := congrFun hc (k, j)
    rw [h1, Pi.smul_apply, smul_eq_mul, mul_assoc]
  · intro E x hx hE
    obtain ⟨k, hk⟩ := Function.ne_iff.mp hx
    have := h.lowest (a + E) (productState u x)
      (fun h0 => mul_ne_zero hi hk (congrFun h0 (i, k))) (product_eigen hu hE)
    linarith
  · intro x hx
    obtain ⟨c, hc⟩ := h.unique _ (product_eigen hu hx)
    refine ⟨c, funext fun k => mul_left_cancel₀ hi ?_⟩
    have h1 : u i * x k = c * (u i * v k) := congrFun hc (i, k)
    rw [h1, Pi.smul_apply, smul_eq_mul]
    ring

/-- A two-level Hamiltonian with energies 0 and 1. -/
def twoLevel : Matrix (Fin 2) (Fin 2) ℂ := !![0, 0; 0, 1]

/-- The two-level Hamiltonian has the nondegenerate ground state `(1, 0)` with energy 0. -/
theorem twoLevel_witness : IsNondegenerateGround twoLevel 0 ![1, 0] := by
  have hact : ∀ x : Fin 2 → ℂ, twoLevel *ᵥ x = ![0, x 1] := by
    intro x
    ext i
    fin_cases i <;> simp [twoLevel, Matrix.mulVec, dotProduct, Fin.sum_univ_succ]
  refine ⟨?_, fun h => one_ne_zero (congrFun h 0), ?_, ?_, ?_⟩
  · ext i j
    fin_cases i <;> fin_cases j <;> simp [twoLevel]
  · rw [hact]
    ext i
    fin_cases i <;> simp
  · intro E x hx h
    rw [hact] at h
    have h0 : (0 : ℂ) = (E : ℂ) * x 0 := congrFun h 0
    have h1 : x 1 = (E : ℂ) * x 1 := congrFun h 1
    by_contra hneg
    have hlt : E < 0 := not_le.mp hneg
    have hE : (E : ℂ) ≠ 0 := Complex.ofReal_ne_zero.mpr hlt.ne
    have hE1 : ((1 - E : ℝ) : ℂ) ≠ 0 := Complex.ofReal_ne_zero.mpr (by linarith)
    have x0 : x 0 = 0 := (mul_eq_zero.mp h0.symm).resolve_left hE
    have x1 : x 1 = 0 := by
      refine (mul_eq_zero.mp ?_).resolve_left hE1
      push_cast
      linear_combination h1
    apply hx
    ext i
    fin_cases i
    · exact x0
    · exact x1
  · intro x h
    rw [hact] at h
    have h1 : x 1 = ((0 : ℝ) : ℂ) * x 1 := congrFun h 1
    have x1 : x 1 = 0 := by rw [h1, Complex.ofReal_zero, zero_mul]
    refine ⟨x 0, ?_⟩
    ext i
    fin_cases i <;> simp [x1]

/-- Two copies of the two-level system have an eigenvector of energy 1 that is not a product
state. -/
theorem excited_entangled :
    pairHamiltonian twoLevel twoLevel *ᵥ
        (productState ![1, 0] ![0, 1] + productState ![0, 1] ![1, 0]) =
      productState ![1, 0] ![0, 1] + productState ![0, 1] ![1, 0] ∧
    ¬ ∃ x y : Fin 2 → ℂ,
      productState ![1, 0] ![0, 1] + productState ![0, 1] ![1, 0] = productState x y := by
  constructor
  · ext ⟨i, j⟩
    rw [pair_mulVec_apply]
    fin_cases i <;> fin_cases j <;> simp [twoLevel, productState, Fin.sum_univ_succ]
  · rintro ⟨x, y, h⟩
    have h00 : x 0 * y 0 = 0 := by
      rw [show x 0 * y 0 = productState x y (0, 0) from rfl, ← h]
      simp [productState]
    have h01 : x 0 * y 1 = 1 := by
      rw [show x 0 * y 1 = productState x y (0, 1) from rfl, ← h]
      simp [productState]
    have h10 : x 1 * y 0 = 1 := by
      rw [show x 1 * y 0 = productState x y (1, 0) from rfl, ← h]
      simp [productState]
    -- the 2 × 2 determinant of a product state vanishes
    have : (1 : ℂ) = 0 := by
      linear_combination x 1 * y 1 * h00 - x 1 * y 0 * h01 - h10
    exact one_ne_zero this

end SizeConsistentGroundState
```

```lean
#print axioms SizeConsistentGroundState.ground_pair
-- 'SizeConsistentGroundState.ground_pair' depends on axioms: [propext, Classical.choice, Quot.sound]
#print axioms SizeConsistentGroundState.ground_fragments
-- 'SizeConsistentGroundState.ground_fragments' depends on axioms: [propext, Classical.choice, Quot.sound]
#print axioms SizeConsistentGroundState.excited_entangled
-- 'SizeConsistentGroundState.excited_entangled' depends on axioms: [propext, Classical.choice, Quot.sound]
```

## How the proof follows the projection

`pair_mulVec_apply` is the component formula for H, and `product_eigen` inserts a product state into it.

`amplitude_eigen` is the projection step. It needs A to be Hermitian: inside it, `hleft` uses this to turn the eigenvector equation of A into its conjugate form, `hS` evaluates the A term as λw, `hB` reorders the sums in the B term, and `hE` is the projected equation for the pair. The final `linear_combination hE - hS` subtracts λw from both sides.

`eigen_expansion` takes the eigenbasis of A as the columns of a unitary matrix `U`. The identity `U * star U = 1` is the completeness relation.

In `ground_pair`, `key` records the two inequalities that follow from a nonzero amplitude. For the `lowest` field, an energy below a + b would make every amplitude vanish, and hence ψ as well. For `unique`, `hterm` shows that each term of the expansion is a multiple of u⊗v, `choose` collects the coefficients cᵢ, and their sum is the required scalar.

`ground_fragments` applies `product_eigen` to a competing fragment state and then cancels the nonzero component `v j` or `u i`.

`twoLevel_witness` confirms that the two-level system satisfies the hypotheses: a negative energy would force both components of an eigenvector to zero. `excited_entangled` uses the unnormalised sum, without the factor 1/√2. If it were a product of x and y, then x₀y₀ = 0 while x₀y₁ = x₁y₀ = 1. Multiplying the last two equations gives x₀y₀x₁y₁ = 1, which contradicts the first.
